# With a mean barrier $w-c/s$, the apparent tunnelling barrier has no first-order image term

## From a current–distance curve to a work function

If two electrodes have the same work function, it can be estimated from a measured or simulated current–distance curve $I(s)$ by taking the slope of $\ln I$, dividing by a known constant $k$ and squaring. The result is then taken as the work function $w$, without a correction for the image potential. In a one-dimensional model with mean barrier $w-c/s$ and a current prefactor that does not depend on the gap, the error of this identification is of second order in $1/s$ at large gap $s$, although the barrier itself is lowered in first order.

## The model

An electron in the gap is attracted by its image charges in the electrodes. The model represents the effect of this attraction by a mean barrier of the form
$$\varphi(s)=w-\frac{c}{s},$$
where the constant $c$, an energy times a length, is the strength of the image attraction. The tunnelling exponent and the current are
$$A(s)=s\sqrt{\varphi(s)},\qquad I(s)=I_0\,e^{-kA(s)},$$
with a constant prefactor $I_0>0$ and $k>0$. For an electron of mass $m$, $k=2\sqrt{2m}/\hbar$. The apparent barrier is the quantity read off from the curve:
$$\varphi_{\rm app}(s)=\left(\frac1k\frac{d\ln I}{ds}\right)^2.$$

## Squaring the slope

Let $s>0$ and $ws>c$, so that $\varphi(s)>0$. Since $\varphi'(s)=c/s^2$, the product and chain rules give
$$A'(s)=\sqrt{\varphi}+\frac{c}{2s\sqrt{\varphi}}=\frac{2s\varphi+c}{2s\sqrt\varphi}=\frac{2ws-c}{2s\sqrt\varphi},$$
where the last step uses $s\varphi=ws-c$. The square has denominator $4s^2\varphi=4s(ws-c)$, and its numerator is
$$(2ws-c)^2=4ws(ws-c)+c^2.$$
Hence
$$A'(s)^2=w+\frac{c^2}{4s(ws-c)}.$$
For $w>0$, the expansion of this expression in powers of $c$ has no linear term: to first order in $c$, the lowering of $\sqrt\varphi$ is compensated by the growth of $\varphi$ with the gap.

Because $\ln I=\ln I_0-kA$, the prefactor drops out of the derivative, and $\varphi_{\rm app}=(-kA'/k)^2=A'^2$.

## The large-gap limits

Now let $w>0$. Then
$$s^2(\varphi_{\rm app}-w)=\frac{c^2s}{4(ws-c)}=\frac{c^2}{4(w-c/s)}\longrightarrow\frac{c^2}{4w}.$$
Multiplying by $1/s\to0$ gives
$$s(\varphi_{\rm app}-w)\longrightarrow0,$$
whereas $s(\varphi-w)=-c$ at every gap. For $c>0$ the two barriers also lie on opposite sides of the work function, $\varphi<w<\varphi_{\rm app}$, at every gap $s>0$ with $ws>c$.

## How the Lean statements express this

All quantities are real numbers, so units have to be chosen consistently beforehand. `meanBarrier w c s`, `tunnelExponent w c s` and `current I₀ k w c s` are $\varphi$, $A$ and $I$. `apparentBarrier k I s` takes an arbitrary curve `I` and differentiates its logarithm, so the measured quantity is defined without reference to the barrier model.

The hypothesis `c < w * s` is the condition $s>c/w$ when $w>0$. The closed forms need only this and `0 < s`, together with positive `I₀` and `k` where the current appears. The limits assume `0 < w` and hold for every real `c`; only the ordering of the two barriers requires `0 < c`. `Tendsto … atTop (𝓝 0)` says that the expression tends to zero as the gap grows without bound. Lean's square root is zero for negative arguments, which affects the current only at gaps too small to matter for the limit.

The form $w-c/s$ is assumed and not derived from an image potential. The model also leaves out bias, tip shape, and any dependence of $I_0$ or $c$ on the gap. Such a dependence can bring back an error of first order: a prefactor proportional to $1/s$ would add the term $2\sqrt w/(ks)$ to $\varphi_{\rm app}$ at large gap.

## Defining the apparent barrier as $A'^2$

The apparent barrier could have been defined directly as $A'(s)^2$. The constants $I_0$ and $k$ would then disappear from the statements, and the step through the logarithm would not be needed. The theorems would describe the exponent alone, and the link to a current–distance curve would be left to the reader.

## The Lean file

```lean
import Mathlib

open Filter Topology

namespace TunnellingApparentBarrier

noncomputable section

/-- Mean tunnelling barrier at gap `s ≠ 0`: the work function `w` shifted by the image
term `-c / s`. -/
def meanBarrier (w c s : ℝ) : ℝ := w - c / s

/-- Tunnelling exponent `A(s) = s √(w - c / s)`, for gaps `s > 0` at which the mean barrier
is not negative. -/
def tunnelExponent (w c s : ℝ) : ℝ := s * √(meanBarrier w c s)

/-- Tunnelling current `I₀ exp (-k A(s))` at gap `s`. -/
def current (I₀ k w c s : ℝ) : ℝ := I₀ * Real.exp (-(k * tunnelExponent w c s))

/-- Apparent barrier `(k⁻¹ d ln I / ds)²` read off from a current-distance curve `I`, for
`k ≠ 0` and a curve that is positive and differentiable at `s`. -/
def apparentBarrier (k : ℝ) (I : ℝ → ℝ) (s : ℝ) : ℝ :=
  (deriv (fun t => Real.log (I t)) s / k) ^ 2

/-- The mean barrier differs from `w` by a multiple of `1 / s`, with coefficient `-c`. -/
theorem meanBarrier_first_order {w c s : ℝ} (hs : s ≠ 0) :
    s * (meanBarrier w c s - w) = -c := by
  have e : c / s * s = c := div_mul_cancel₀ c hs
  unfold meanBarrier
  linear_combination -e

/-- The mean barrier is positive at every gap `s > 0` with `c < w s`. -/
theorem meanBarrier_pos {w c s : ℝ} (hs : 0 < s) (h : c < w * s) :
    0 < meanBarrier w c s := by
  unfold meanBarrier
  rw [sub_pos, div_lt_iff₀ hs]
  exact h

/-- The slope of the tunnelling exponent is `(2 w s - c) / (2 s √φ)`, where `φ` is the mean
barrier at gap `s`. -/
theorem hasDerivAt_tunnelExponent {w c s : ℝ} (hs : 0 < s) (h : c < w * s) :
    HasDerivAt (tunnelExponent w c)
      ((2 * w * s - c) / (2 * s * √(meanBarrier w c s))) s := by
  have hφ : 0 < w - c / s := meanBarrier_pos hs h
  have h1 : HasDerivAt (fun t : ℝ => w - c / t) (c / s ^ 2) s := by
    refine (((hasDerivAt_const s c).fun_div (hasDerivAt_id' s) hs.ne').const_sub w).congr_deriv ?_
    ring
  -- product rule and chain rule
  have h2 : HasDerivAt (tunnelExponent w c)
      (1 * √(w - c / s) + s * (c / s ^ 2 / (2 * √(w - c / s)))) s :=
    (hasDerivAt_id' s).fun_mul (h1.sqrt hφ.ne')
  refine h2.congr_deriv ?_
  unfold meanBarrier
  have hr : √(w - c / s) ≠ 0 := (Real.sqrt_pos.2 hφ).ne'
  have hsq : √(w - c / s) ^ 2 * s = w * s - c := by
    rw [Real.sq_sqrt hφ.le, sub_mul, div_mul_cancel₀ _ hs.ne']
  have hs' : s ≠ 0 := hs.ne'
  -- only the square of the root matters from here on
  generalize √(w - c / s) = r at hr hsq ⊢
  field_simp
  linear_combination 2 * hsq

/-- The squared slope of the tunnelling exponent is `w + c² / (4 s (w s - c))`. -/
theorem deriv_tunnelExponent_sq {w c s : ℝ} (hs : 0 < s) (h : c < w * s) :
    (deriv (tunnelExponent w c) s) ^ 2 = w + c ^ 2 / (4 * s * (w * s - c)) := by
  have hD : 4 * s * (w * s - c) ≠ 0 :=
    (mul_pos (by positivity) (sub_pos.2 h)).ne'
  have e : (2 * s) ^ 2 * meanBarrier w c s = 4 * s * (w * s - c) := by
    linear_combination (4 * s) * meanBarrier_first_order (w := w) (c := c) hs.ne'
  rw [(hasDerivAt_tunnelExponent hs h).deriv, div_pow, mul_pow,
    Real.sq_sqrt (meanBarrier_pos hs h).le, e, div_eq_iff hD, add_mul,
    div_mul_cancel₀ _ hD]
  ring

/-- The apparent barrier obtained from the tunnelling current is
`w + c² / (4 s (w s - c))`. -/
theorem apparentBarrier_current {I₀ k w c s : ℝ} (hI : 0 < I₀) (hk : 0 < k)
    (hs : 0 < s) (h : c < w * s) :
    apparentBarrier k (current I₀ k w c) s = w + c ^ 2 / (4 * s * (w * s - c)) := by
  -- the prefactor becomes an additive constant in the logarithm
  have hlog : (fun t => Real.log (current I₀ k w c t)) =
      fun t => Real.log I₀ - k * tunnelExponent w c t := by
    funext t
    rw [current, Real.log_mul hI.ne' (Real.exp_ne_zero _), Real.log_exp]
    ring
  have hd : HasDerivAt (fun t => Real.log I₀ - k * tunnelExponent w c t)
      (-(k * deriv (tunnelExponent w c) s)) s :=
    ((hasDerivAt_tunnelExponent hs h).differentiableAt.hasDerivAt.const_mul k).const_sub _
  rw [apparentBarrier, hlog, hd.deriv, neg_div, neg_sq, mul_div_cancel_left₀ _ hk.ne',
    deriv_tunnelExponent_sq hs h]

/-- At large gap the apparent barrier deviates from `w` in second order in `1 / s`, with
coefficient `c² / (4 w)`. -/
theorem apparentBarrier_second_order {I₀ k w : ℝ} (c : ℝ) (hI : 0 < I₀) (hk : 0 < k)
    (hw : 0 < w) :
    Tendsto (fun s => s ^ 2 * (apparentBarrier k (current I₀ k w c) s - w)) atTop
      (𝓝 (c ^ 2 / (4 * w))) := by
  have h0 : Tendsto (fun s : ℝ => c / s) atTop (𝓝 0) :=
    tendsto_const_nhds.div_atTop tendsto_id
  have h1 : Tendsto (fun s : ℝ => 4 * (w - c / s)) atTop (𝓝 (4 * w)) := by
    simpa using (h0.const_sub w).const_mul 4
  have h2 : Tendsto (fun s : ℝ => c ^ 2 / (4 * (w - c / s))) atTop
      (𝓝 (c ^ 2 / (4 * w))) :=
    tendsto_const_nhds.div h1 (by positivity)
  refine h2.congr' ?_
  -- the closed form holds once the gap exceeds both `0` and `c / w`
  filter_upwards [eventually_gt_atTop 0, eventually_gt_atTop (c / w)] with s hs hcs
  have h : c < w * s := by
    have := (div_lt_iff₀ hw).1 hcs
    linarith
  have hd : w * s - c ≠ 0 := (sub_pos.2 h).ne'
  have hs' : s ≠ 0 := hs.ne'
  have e : w - c / s = (w * s - c) / s := by
    rw [sub_div, mul_div_cancel_right₀ _ hs']
  rw [apparentBarrier_current hI hk hs h, add_sub_cancel_left, e]
  field_simp

/-- Cancellation of the first-order image term: the deviation of the apparent barrier from
`w`, multiplied by the gap `s`, tends to zero as `s` tends to infinity. -/
theorem apparentBarrier_image_cancellation {I₀ k w : ℝ} (c : ℝ) (hI : 0 < I₀) (hk : 0 < k)
    (hw : 0 < w) :
    Tendsto (fun s => s * (apparentBarrier k (current I₀ k w c) s - w)) atTop (𝓝 0) := by
  have h := tendsto_inv_atTop_zero.mul (apparentBarrier_second_order c hI hk hw)
  rw [zero_mul] at h
  refine h.congr' ?_
  filter_upwards [eventually_gt_atTop 0] with s hs
  rw [← mul_assoc, sq, inv_mul_cancel_left₀ hs.ne']

/-- For an attractive image term, `c > 0`, the work function `w` lies strictly between the
mean barrier and the apparent barrier. -/
theorem meanBarrier_lt_lt_apparentBarrier {I₀ k w c s : ℝ} (hI : 0 < I₀) (hk : 0 < k)
    (hc : 0 < c) (hs : 0 < s) (h : c < w * s) :
    meanBarrier w c s < w ∧ w < apparentBarrier k (current I₀ k w c) s := by
  constructor
  · exact sub_lt_self w (div_pos hc hs)
  · rw [apparentBarrier_current hI hk hs h]
    have hd : 0 < w * s - c := sub_pos.2 h
    exact lt_add_of_pos_right w (by positivity)

end

end TunnellingApparentBarrier
```

```lean
#print axioms TunnellingApparentBarrier.apparentBarrier_image_cancellation
#print axioms TunnellingApparentBarrier.meanBarrier_lt_lt_apparentBarrier
```

```
'TunnellingApparentBarrier.apparentBarrier_image_cancellation' depends on axioms: [propext, Classical.choice, Quot.sound]
'TunnellingApparentBarrier.meanBarrier_lt_lt_apparentBarrier' depends on axioms: [propext, Classical.choice, Quot.sound]
```

## How the proof follows the calculation

`meanBarrier_first_order` is the identity $s(\varphi-w)=-c$, and `meanBarrier_pos` turns `c < w * s` into $\varphi>0$. This positivity allows the square root to be differentiated.

In `hasDerivAt_tunnelExponent`, `h1` is $\varphi'=c/s^2$ and `h2` is the product and chain rule. To bring the slope to a single fraction, the proof replaces the root by a variable `r` and keeps only $r\neq0$ and $r^2s=ws-c$. After `field_simp` clears the denominators, `linear_combination` finishes with the second relation.

`deriv_tunnelExponent_sq` squares this fraction. Its auxiliary equation `e` is $(2s)^2\varphi=4s(ws-c)$, obtained from the first lemma. Once the denominator is cleared, `ring` confirms the expansion of $(2ws-c)^2$.

`apparentBarrier_current` first rewrites the logarithm of the current as $\ln I_0-kA$ in `hlog`. The derivative `hd` is then $-kA'$; the sign vanishes on squaring and $k$ cancels.

For `apparentBarrier_second_order`, the proof starts from the simple function $c^2/(4(w-c/s))$, whose limit follows from $c/s\to0$. `filter_upwards` restricts attention to gaps above both $0$ and $c/w$, where the closed form shows that this function equals $s^2(\varphi_{\rm app}-w)$. `Tendsto.congr'`, used as `h2.congr'`, transfers the limit, since agreement at all sufficiently large gaps is enough.

`apparentBarrier_image_cancellation` multiplies that limit by $s^{-1}\to0$ and simplifies $s^{-1}s^2$ to $s$. Finally, `meanBarrier_lt_lt_apparentBarrier` reads both inequalities from signs: $c/s$ is subtracted from $w$ in the mean barrier, and the positive term $c^2/(4s(ws-c))$ is added to it in the apparent one.
